# The Hilbert–Schmidt product of two 2×2 matrices is twice the inner product of their Pauli coefficients

An operator on a two-level system, such as a single spin-1/2, can be described by four coefficients, one for the identity and one for each Pauli matrix, each being half the trace of the operator's product with that matrix. The lemma `trace_conjTranspose_mul` says that for any complex 2×2 matrices $M$ and $N$, with such coefficients $m_\mu$ and $n_\mu$, $\mathrm{Tr}(M^\dagger N) = 2\sum_\mu \overline{m_\mu}\, n_\mu$. Neither matrix need be Hermitian or normalised. The attempt writes both sides in terms of matrix entries, using the earlier lemma `pauliCoeff_eq` for the coefficients, and leaves the remaining algebra to `linear_combination` with the identity $i^2 = -1$.

An attempt in Lean 4 with a fault in it:

```lean
import Mathlib

open Matrix
open scoped ComplexConjugate

namespace TraceConjTransposeMul

noncomputable section

/-- The Pauli matrix `σ_x`. -/
def σx : Matrix (Fin 2) (Fin 2) ℂ := !![0, 1; 1, 0]

/-- The Pauli matrix `σ_y`. -/
def σy : Matrix (Fin 2) (Fin 2) ℂ := !![0, -Complex.I; Complex.I, 0]

/-- The Pauli matrix `σ_z`. -/
def σz : Matrix (Fin 2) (Fin 2) ℂ := !![1, 0; 0, -1]

/-- The identity and the three Pauli matrices, numbered 0 to 3. -/
def pauli : Fin 4 → Matrix (Fin 2) (Fin 2) ℂ := ![1, σx, σy, σz]

/-- The coefficient of `M` along the `μ`-th matrix of the family: half the trace of
their product. -/
def pauliCoeff (M : Matrix (Fin 2) (Fin 2) ℂ) (μ : Fin 4) : ℂ :=
  (M * pauli μ).trace / 2

/-- The four Pauli coefficients of a matrix, read off from its entries. -/
theorem pauliCoeff_eq (M : Matrix (Fin 2) (Fin 2) ℂ) :
    pauliCoeff M = ![(M 0 0 + M 1 1) / 2, (M 0 1 + M 1 0) / 2,
      Complex.I * (M 0 1 - M 1 0) / 2, (M 0 0 - M 1 1) / 2] := by
  funext μ
  fin_cases μ <;>
    simp [pauliCoeff, pauli, σx, σy, σz, Matrix.trace_fin_two, Matrix.mul_apply,
      Fin.sum_univ_two] <;> ring

/-- The Hilbert–Schmidt product of two matrices is twice the standard inner product of their
Pauli coefficients. -/
theorem trace_conjTranspose_mul (M N : Matrix (Fin 2) (Fin 2) ℂ) :
    (Mᴴ * N).trace = 2 * ∑ μ, conj (pauliCoeff M μ) * pauliCoeff N μ := by
  rw [Matrix.trace_fin_two, Fin.sum_univ_four, pauliCoeff_eq M, pauliCoeff_eq N]
  simp [Matrix.mul_apply, Fin.sum_univ_two, Matrix.conjTranspose_apply]
  linear_combination
    (conj (M 0 1) - conj (M 1 0)) * (N 0 1 - N 1 0) / 2 * Complex.I_sq

end

end TraceConjTransposeMul
```

Messages:

```
Main.lean:42:2: error: ring failed, ring expressions not equal
M N : Matrix (Fin 2) (Fin 2) ℂ
⊢ (starRingEnd ℂ) (M 0 0) * N 0 0 - (starRingEnd ℂ) (M 0 0) * N 0 0 * ((starRingEnd ℂ) 2)⁻¹ * 2 +
                                        (starRingEnd ℂ) (M 1 0) * N 1 0 * (1 / 2) -
                                      (starRingEnd ℂ) (M 1 0) * N 1 0 * ((starRingEnd ℂ) 2)⁻¹ +
                                    (starRingEnd ℂ) (M 1 0) * N 1 0 * ((starRingEnd ℂ) 2)⁻¹ * Complex.I ^ 2 +
                                  (starRingEnd ℂ) (M 1 0) * N 1 0 * Complex.I ^ 2 * (-1 / 2) +
                                (starRingEnd ℂ) (M 1 0) * N 0 1 * (1 / 2) -
                              (starRingEnd ℂ) (M 1 0) * N 0 1 * ((starRingEnd ℂ) 2)⁻¹ -
                            (starRingEnd ℂ) (M 1 0) * N 0 1 * ((starRingEnd ℂ) 2)⁻¹ * Complex.I ^ 2 +
                          (starRingEnd ℂ) (M 1 0) * N 0 1 * Complex.I ^ 2 * (1 / 2) +
                        N 1 0 * (starRingEnd ℂ) (M 0 1) * (1 / 2) -
                      N 1 0 * (starRingEnd ℂ) (M 0 1) * ((starRingEnd ℂ) 2)⁻¹ -
                    N 1 0 * (starRingEnd ℂ) (M 0 1) * ((starRingEnd ℂ) 2)⁻¹ * Complex.I ^ 2 +
                  N 1 0 * (starRingEnd ℂ) (M 0 1) * Complex.I ^ 2 * (1 / 2) +
                (starRingEnd ℂ) (M 0 1) * N 0 1 * (1 / 2) -
              (starRingEnd ℂ) (M 0 1) * N 0 1 * ((starRingEnd ℂ) 2)⁻¹ +
            (starRingEnd ℂ) (M 0 1) * N 0 1 * ((starRingEnd ℂ) 2)⁻¹ * Complex.I ^ 2 +
          (starRingEnd ℂ) (M 0 1) * N 0 1 * Complex.I ^ 2 * (-1 / 2) +
        (starRingEnd ℂ) (M 1 1) * N 1 1 -
      (starRingEnd ℂ) (M 1 1) * N 1 1 * ((starRingEnd ℂ) 2)⁻¹ * 2 =
    0
```

What went wrong. The message says that the two sides still differ, as far as `ring` can tell, after the multiple of `Complex.I_sq` has been taken into account. What stands in the way is `(starRingEnd ℂ) 2`, the complex conjugate of the number 2. Each Pauli coefficient contains a division by 2, and on the conjugated side `simp` carried the conjugation into the denominator and left it there. The number 2 is real, so its conjugate is 2, but `ring` uses no facts about conjugation and treats `(starRingEnd ℂ) 2` as an unknown quantity. It therefore cannot cancel, for instance, `((starRingEnd ℂ) 2)⁻¹ * 2` to 1.

The repair proves the missing fact as `h2`, using `Complex.conj_eq_iff_im`, by which a complex number equals its conjugate exactly when its imaginary part is zero. After `simp`, `rw [h2]` replaces the conjugated 2 by 2. The terms left over in the message then cancel, and the original `linear_combination` works unchanged.

This version goes through:

```diff
@@ -39,5 +39,7 @@
     (Mᴴ * N).trace = 2 * ∑ μ, conj (pauliCoeff M μ) * pauliCoeff N μ := by
   rw [Matrix.trace_fin_two, Fin.sum_univ_four, pauliCoeff_eq M, pauliCoeff_eq N]
+  have h2 : conj (2 : ℂ) = 2 := Complex.conj_eq_iff_im.2 (by simp)
   simp [Matrix.mul_apply, Fin.sum_univ_two, Matrix.conjTranspose_apply]
+  rw [h2]
   linear_combination
     (conj (M 0 1) - conj (M 1 0)) * (N 0 1 - N 1 0) / 2 * Complex.I_sq
```
